# For a mean field linear in the density matrix and self-adjoint under the trace product, the Fock matrix is the derivative of the energy

The theorem concerns the mean-field energy E(D) = tr(hD) + tr(D G(D))/2, where D and h are finite real symmetric matrices and G is a linear map from such matrices to themselves. If tr(A G(B)) = tr(B G(A)) for all symmetric A and B, then E is differentiable, and its derivative at D along any symmetric X is tr(F(D)X), with the Fock matrix F(D) = h + G(D). D ranges over all real symmetric matrices, with no condition of idempotency or fixed trace. For differentiability, the attempt writes tr(D G(D)) as a finite sum of products of linear functions of D, then halves it and adds the linear term tr(hD). The formula for the derivative comes from an earlier lemma and the symmetry of G.

Lean 4 with Mathlib refuses this proof:

```lean
import Mathlib

noncomputable section

namespace FockIntegrability

/-- The real subspace of symmetric matrices. -/
def symSubspace (n : Type*) : Submodule ℝ (Matrix n n ℝ) where
  carrier := {A | A.transpose = A}
  add_mem' := fun {A B} hA hB => by
    simp only [Set.mem_ofPred_eq] at *
    rw [Matrix.transpose_add, hA, hB]
  zero_mem' := Matrix.transpose_zero
  smul_mem' := fun c A hA => by
    simp only [Set.mem_ofPred_eq] at *
    rw [Matrix.transpose_smul, hA]

/-- Real symmetric matrices, the space of density matrices and Fock matrices. -/
abbrev SymMat (n : Type*) := ↥(symSubspace n)

variable {n : Type*} [Fintype n]

/-- The trace product `tr(A B)` of two symmetric matrices, as a bilinear form. -/
def trProd : SymMat n →ₗ[ℝ] SymMat n →ₗ[ℝ] ℝ :=
  LinearMap.mk₂ ℝ (fun A B => (A.1 * B.1).trace)
    (fun A B C => by simp [Matrix.add_mul])
    (fun c A B => by simp)
    (fun A B C => by simp [Matrix.mul_add])
    (fun c A B => by simp)

/-- The Fock matrix `F(D) = h + G(D)`. -/
def fock (h : SymMat n) (G : SymMat n →ₗ[ℝ] SymMat n) (D : SymMat n) : SymMat n :=
  h + G D

/-- `E` has the derivative `tr(F(D) X)` at every `D` along every symmetric `X`. -/
def IsFockEnergy (h : SymMat n) (G : SymMat n →ₗ[ℝ] SymMat n) (E : SymMat n → ℝ) : Prop :=
  ∀ D X, HasDerivAt (fun t : ℝ => E (D + t • X)) (trProd (fock h G D) X) 0

/-- The mean-field energy `tr(h D) + tr(D G(D)) / 2`. -/
def meanFieldEnergy (h : SymMat n) (G : SymMat n →ₗ[ℝ] SymMat n) (D : SymMat n) : ℝ :=
  trProd h D + trProd D (G D) / 2

/-- The trace product is symmetric. -/
theorem trProd_comm (A B : SymMat n) : trProd A B = trProd B A :=
  Matrix.trace_mul_comm A.1 B.1

/-- The derivative of `a s + b s²` at `t` is `a + 2 b t`. -/
theorem hasDerivAt_quadratic (a b t : ℝ) :
    HasDerivAt (fun s : ℝ => a * s + b * (s * s)) (a + 2 * b * t) t :=
  (((hasDerivAt_id' t).const_mul a).fun_add
    (((hasDerivAt_id' t).fun_mul (hasDerivAt_id' t)).const_mul b)).congr_deriv (by ring)

variable {h : SymMat n} {G : SymMat n →ₗ[ℝ] SymMat n} {E : SymMat n → ℝ}

/-- For any linear `G`, the derivative of the mean-field energy at `D` along `X` is
`tr(h X) + (tr(X G(D)) + tr(D G(X))) / 2`. -/
theorem meanFieldEnergy_hasDerivAt (h : SymMat n) (G : SymMat n →ₗ[ℝ] SymMat n)
    (D X : SymMat n) :
    HasDerivAt (fun t : ℝ => meanFieldEnergy h G (D + t • X))
      (trProd h X + (trProd X (G D) + trProd D (G X)) / 2) 0 := by
  have e : (fun t : ℝ => meanFieldEnergy h G (D + t • X)) = fun t =>
      meanFieldEnergy h G D + ((trProd h X + (trProd X (G D) + trProd D (G X)) / 2) * t
        + trProd X (G X) / 2 * (t * t)) := by
    funext t
    simp only [meanFieldEnergy, map_add, map_smul, LinearMap.add_apply, LinearMap.smul_apply,
      smul_eq_mul]
    ring
  rw [e]
  exact ((hasDerivAt_quadratic _ _ 0).const_add (meanFieldEnergy h G D)).congr_deriv (by ring)

attribute [local instance] Matrix.frobeniusNormedAddCommGroup Matrix.frobeniusNormedSpace

/-- If `tr(A G(B)) = tr(B G(A))` for all symmetric `A`, `B`, the mean-field energy is
differentiable and its derivative is the Fock matrix. -/
theorem meanFieldEnergy_isFockEnergy (h : SymMat n)
    (hG : ∀ A B, trProd A (G B) = trProd B (G A)) :
    Differentiable ℝ (meanFieldEnergy h G) ∧ IsFockEnergy h G (meanFieldEnergy h G) := by
  constructor
  · -- the energy is a polynomial in the matrix entries
    have lin : ∀ L : SymMat n →ₗ[ℝ] ℝ, Differentiable ℝ (fun D => L D) :=
      fun L => (LinearMap.toContinuousLinearMap L).differentiable
    let entry : n → n → (SymMat n →ₗ[ℝ] ℝ) := fun i j =>
      { toFun := fun D => D.1 i j
        map_add' := fun _ _ => rfl
        map_smul' := fun _ _ => rfl }
    have quad : Differentiable ℝ (fun D : SymMat n => trProd D (G D)) := by
      have e : (fun D : SymMat n => trProd D (G D)) =
          fun D => ∑ i, ∑ j, entry i j D * (entry j i ∘ₗ G) D := by
        funext D
        rfl
      rw [e]
      exact Differentiable.fun_sum fun i _ => Differentiable.fun_sum fun j _ =>
        (lin (entry i j)).fun_mul (lin (entry j i ∘ₗ G))
    have half : Differentiable ℝ (fun D : SymMat n => trProd D (G D) / 2) :=
      quad.div_const (2 : ℝ)
    exact (lin (trProd h)).fun_add half
  · intro D X
    refine (meanFieldEnergy_hasDerivAt h G D X).congr_deriv ?_
    rw [hG D X, fock, map_add, LinearMap.add_apply, trProd_comm (G D) X]
    ring

end FockIntegrability
```

Lean reports:

```
Main.lean:95:6: error: Type mismatch
  Differentiable.div_const ?m.291 2
has type
  Differentiable.{?u.170, ?u.170, 0} ?m.285 fun x => ?m.290 x / 2
but is expected to have type
  Differentiable.{0, u_1, 0} ℝ fun D => (trProd D) (G D) / 2
```

Cause. The error lies in the step that halves the quadratic term. `quad` already says that tr(D G(D)) is differentiable in D, but `Differentiable.div_const` can't carry this over to tr(D G(D))/2, because it is stated only for functions whose variable lies in the scalar field itself. Here the field is `ℝ` and the variable is a symmetric matrix.

The message shows this in the universe levels after `Differentiable`. The first two belong to the field and to the domain. The lemma has the same level, `?u.170`, in both places, since its domain is the field, while the goal has `0` for `ℝ` and `u_1` for the space of matrices. The two types therefore don't match.

The repair uses `div_eq_mul_inv` to turn division by 2 into multiplication by `2⁻¹`. `Differentiable.fun_mul`, written `quad.fun_mul`, then applies, because it allows the domain to be any normed space over the field. It needs both factors to be differentiable: `quad` gives the first, and `differentiable_const` gives the constant `2⁻¹`.

Lean accepts the file once it reads:

```diff
@@ -92,6 +92,7 @@
       exact Differentiable.fun_sum fun i _ => Differentiable.fun_sum fun j _ =>
         (lin (entry i j)).fun_mul (lin (entry j i ∘ₗ G))
-    have half : Differentiable ℝ (fun D : SymMat n => trProd D (G D) / 2) :=
-      quad.div_const (2 : ℝ)
+    have half : Differentiable ℝ (fun D : SymMat n => trProd D (G D) / 2) := by
+      simp only [div_eq_mul_inv]
+      exact quad.fun_mul (differentiable_const (2⁻¹ : ℝ))
     exact (lin (trProd h)).fun_add half
   · intro D X
```
